# Reducing the Uehling potential of a point charge to the integrals $\mathrm{Ki}_0$, $\mathrm{Ki}_1$ and $\mathrm{Ki}_2$

Q: When I add vacuum polarization to the radial equation of a muonic atom, I need the Uehling potential at every grid point. For a point nucleus and to leading order, I can replace the spectral integral at each radius by a combination of three special functions. What exactly is being replaced?

A: The correction to the Coulomb energy of an electron, or of a muon, at distance $r$ from a point charge $Z$. In natural units, where $\hbar$ and the speed of light are 1, it is

$$V(r)=-\frac{Z\alpha}{r}\,\frac{2\alpha}{3\pi}\,F(2mr),\qquad F(x)=\int_1^\infty e^{-xt}\Bigl(1+\frac1{2t^2}\Bigr)\frac{\sqrt{t^2-1}}{t^2}\,dt .$$

Here $\alpha$ is the fine-structure constant, the strength of the electromagnetic coupling, and $m$ is the mass of the fermion in the loop. In your muonic atom with an electron loop, $m$ is the electron mass and not the muon mass. The three functions belong to the family

$$\mathrm{Ki}_n(x)=\int_0^\infty e^{-x\cosh u}(\cosh u)^{-n}\,du,\qquad x>0,\ n\in\mathbb Z,$$

known as Bickley functions.

Q: Show me the reduction by hand first.

A: Put $t=\cosh u$, so that $dt=\sinh u\,du$ and $\sqrt{t^2-1}=\sinh u$. With $c=\cosh u$ and $s=\sinh u$, the factor multiplying $e^{-xc}$ becomes

$$\Bigl(1+\frac1{2c^2}\Bigr)\frac{s^2}{c^2}=\Bigl(1+\frac1{2c^2}\Bigr)\Bigl(1-\frac1{c^2}\Bigr)=1-\frac1{2c^2}-\frac1{2c^4}.$$

Hence $F=\mathrm{Ki}_0-\tfrac12\mathrm{Ki}_2-\tfrac12\mathrm{Ki}_4$. To lower the index, differentiate and use $s^2=c^2-1$:

$$\begin{aligned}\frac{d}{du}\bigl(e^{-xc}s\,c^{-n}\bigr)&=e^{-xc}\bigl(-xs^2c^{-n}+c^{1-n}-ns^2c^{-n-1}\bigr)\\&=e^{-xc}\bigl(nc^{-n-1}-(n-1)c^{1-n}-x(c^{2-n}-c^{-n})\bigr).\end{aligned}$$

The bracket on the left vanishes at $u=0$ because $s=0$ there, and at infinity because $e^{-xc}$ beats every power of $c$. Integrating gives

$$n\,\mathrm{Ki}_{n+1}=(n-1)\,\mathrm{Ki}_{n-1}+x(\mathrm{Ki}_{n-2}-\mathrm{Ki}_n).$$

At $n=3$ and $n=2$ this reads

$$3\mathrm{Ki}_4=2\mathrm{Ki}_2+x(\mathrm{Ki}_1-\mathrm{Ki}_3),\qquad 2\mathrm{Ki}_3=\mathrm{Ki}_1+x(\mathrm{Ki}_0-\mathrm{Ki}_2).$$

Eliminating $\mathrm{Ki}_3$,

$$\mathrm{Ki}_4=-\frac{x^2}{6}\mathrm{Ki}_0+\frac x6\mathrm{Ki}_1+\Bigl(\frac23+\frac{x^2}6\Bigr)\mathrm{Ki}_2,$$

and therefore

$$F=\Bigl(1+\frac{x^2}{12}\Bigr)\mathrm{Ki}_0-\frac{x}{12}\mathrm{Ki}_1-\Bigl(\frac56+\frac{x^2}{12}\Bigr)\mathrm{Ki}_2 .$$

Setting $x=2mr$ and restoring the prefactor gives $V(r)$.

Q: I follow that. My doubt is whether the Lean version speaks about the same objects.

A: Its definitions are short enough to compare with the formulas above. The first two give the integrand and $\mathrm{Ki}_n$.

```lean
import Mathlib

open MeasureTheory Set Filter Topology

namespace UehlingPotential

noncomputable section

/-- The integrand `exp (-x cosh u) (cosh u)^(-n)` of the function `Ki_n`. -/
def kernel (n : ℤ) (x u : ℝ) : ℝ :=
  Real.exp (-x * Real.cosh u) * Real.cosh u ^ (-n)

/-- The function `Ki_n(x)`, the integral of the kernel over `u > 0`, for `x > 0`. -/
def Ki (n : ℤ) (x : ℝ) : ℝ := ∫ u in Ioi (0 : ℝ), kernel n x u
```

A: The index `n` is an integer, negative values included, while `x` and `u` are real. `Ioi 0` is the open half-line $u>0$.

Q: And the Uehling function? If it were defined as the combination of Bickley functions, I would not be impressed.

A: It is defined by the spectral integral over $t>1$, the invariant mass of the virtual pair in units of $2m$.

```lean
/-- The Uehling function as a spectral integral over `t > 1`, where `t` is the invariant mass of
the virtual pair in units of twice the fermion mass; its domain is `x > 0`. -/
def uehlingFunction (x : ℝ) : ℝ :=
  ∫ t in Ioi (1 : ℝ),
    Real.exp (-x * t) * (1 + 1 / (2 * t ^ 2)) * Real.sqrt (t ^ 2 - 1) / t ^ 2

/-- The Uehling correction to the potential energy of an electron at distance `r > 0` from a point
charge `Z`, with coupling `α` and loop fermion mass `m > 0`, in units `ħ = c = 1`. -/
def uehlingPotential (Z α m r : ℝ) : ℝ :=
  -(Z * α / r) * (2 * α / (3 * Real.pi)) * uehlingFunction (2 * m * r)
```

A: The second definition is $V(r)$ with its sign and prefactor. It is the correction alone, so the Coulomb term $-Z\alpha/r$ must be added separately.

Q: What would have changed with the other definition?

A: With `uehlingFunction` defined as $\mathrm{Ki}_0-\tfrac12\mathrm{Ki}_2-\tfrac12\mathrm{Ki}_4$, the substitution would drop out of the proof and the recurrence would suffice. The final formula would then say nothing about the spectral integral, and you would have to supply that link yourself.

Q: So what does the final theorem say, and where does the physics enter unproved?

A: `uehlingPotential_eq` says that for all real `Z` and `α`, and all positive `m` and `r`, the potential defined by the spectral integral equals the prefactor times the three-function expression at $2mr$. The positivity conditions say that the loop fermion is massive and that we are away from the nucleus; together they give $x>0$.

The step from QED to this starting point is taken as given: that one-loop vacuum polarization around a static point charge produces this spectral weight. Finite nuclear size and higher orders in the coupling would need a different potential.

Q: Then take me through the proof. You said that the exponential beats every power.

A: That is the first lemma, with an explicit bound. Let $N=|n|$. Since $\cosh u\ge1$, we have $(\cosh u)^{-n}\le(\cosh u)^N$. The inequality $y^N/N!\le e^y$ at $y=\tfrac12x\cosh u$ gives

$$(\cosh u)^N\le (2/x)^N N!\,e^{x\cosh u/2}.$$

Half of the exponential decay remains, and $\cosh u\ge u/2$ turns it into at most $e^{-xu/4}$.

```lean
/-- For `x > 0` and any integer `n` the kernel is bounded on `u ≥ 0` by a multiple of
`exp (-x u / 4)`. -/
theorem kernel_le (n : ℤ) {x : ℝ} (hx : 0 < x) :
    ∃ C : ℝ, ∀ u : ℝ, 0 ≤ u → kernel n x u ≤ C * Real.exp (-(x / 4) * u) := by
  refine ⟨(2 / x) ^ n.natAbs * (n.natAbs.factorial : ℝ), fun u hu => ?_⟩
  have hc : 1 ≤ Real.cosh u := Real.one_le_cosh u
  have hc0 : 0 < Real.cosh u := Real.cosh_pos u
  have hcu : u / 2 ≤ Real.cosh u := by
    rw [Real.cosh_eq]
    have h1 := Real.add_one_le_exp u
    have h2 := Real.exp_pos (-u)
    linarith
  have h1 : Real.cosh u ^ (-n) ≤ Real.cosh u ^ n.natAbs := by
    rw [← zpow_natCast]
    exact zpow_le_zpow_right₀ hc (by omega)
  -- a power of `cosh u` costs at most half of the exponential decay
  have h2 : Real.cosh u ^ n.natAbs ≤
      (2 / x) ^ n.natAbs * (Real.exp (x * Real.cosh u / 2) * (n.natAbs.factorial : ℝ)) := by
    have h := Real.pow_div_factorial_le_exp (x * Real.cosh u / 2) (by positivity) n.natAbs
    rw [div_le_iff₀ (by positivity)] at h
    calc Real.cosh u ^ n.natAbs
        = (2 / x) ^ n.natAbs * (x * Real.cosh u / 2) ^ n.natAbs := by
          rw [← mul_pow]
          congr 1
          field_simp
      _ ≤ _ := mul_le_mul_of_nonneg_left h (by positivity)
  have h3 : Real.exp (-x * Real.cosh u) * Real.exp (x * Real.cosh u / 2)
      = Real.exp (-(x * Real.cosh u / 2)) := by
    rw [← Real.exp_add]
    congr 1
    ring
  calc kernel n x u
      ≤ Real.exp (-x * Real.cosh u) * ((2 / x) ^ n.natAbs *
          (Real.exp (x * Real.cosh u / 2) * (n.natAbs.factorial : ℝ))) :=
        mul_le_mul_of_nonneg_left (h1.trans h2) (Real.exp_pos _).le
    _ = (2 / x) ^ n.natAbs * (n.natAbs.factorial : ℝ) * Real.exp (-(x * Real.cosh u / 2)) := by
        rw [← h3]
        ring
    _ ≤ _ := mul_le_mul_of_nonneg_left
        (Real.exp_le_exp.2 (by nlinarith [mul_le_mul_of_nonneg_left hcu hx.le])) (by positivity)
```

A: The integrand is continuous and non-negative, and it lies below a multiple of an integrable exponential. So all the integrals converge.

```lean
/-- For `x > 0` the integral defining `Ki_n(x)` converges for every integer `n`. -/
theorem integrableOn_kernel (n : ℤ) {x : ℝ} (hx : 0 < x) :
    IntegrableOn (fun u => kernel n x u) (Ioi 0) := by
  obtain ⟨C, hC⟩ := kernel_le n hx
  have hcont : Continuous (fun u => kernel n x u) := by
    unfold kernel
    exact (Real.continuous_exp.comp (continuous_const.mul Real.continuous_cosh)).mul
      (Real.continuous_cosh.zpow₀ (-n) (fun u => Or.inl (Real.cosh_pos u).ne'))
  refine Integrable.mono' ((exp_neg_integrableOn_Ioi 0 (by positivity : 0 < x / 4)).const_mul C)
    hcont.aestronglyMeasurable
    ((ae_restrict_iff' measurableSet_Ioi).2 (Eventually.of_forall fun u hu => ?_))
  have h0 : 0 ≤ kernel n x u :=
    mul_nonneg (Real.exp_pos _).le (zpow_pos (Real.cosh_pos u) _).le
  rw [Real.norm_of_nonneg h0]
  exact hC u (mem_Ioi.1 hu).le
```

Q: And the integration by parts?

A: In the next proof, `hderiv` is the derivative computed above. Its powers of $\cosh u$ are first written over a common factor, and the closing `linear_combination` uses `Real.cosh_sq` to trade $\sinh^2u$ for $\cosh^2u-1$. The limit at infinity is `hlim`: because $\sinh u<\cosh u$, the boundary expression is at most the integrand of $\mathrm{Ki}_{n-1}$, which tends to zero by the first lemma. The fundamental theorem of calculus on the half-line then gives `key`, and linearity of the integral splits it into the four functions.

```lean
/-- The recurrence `n Ki_(n+1) = (n-1) Ki_(n-1) + x (Ki_(n-2) - Ki_n)` for `x > 0` and every
integer `n`. -/
theorem Ki_recurrence (n : ℤ) {x : ℝ} (hx : 0 < x) :
    (n : ℝ) * Ki (n + 1) x = ((n : ℝ) - 1) * Ki (n - 1) x + x * (Ki (n - 2) x - Ki n x) := by
  -- the total derivative behind the integration by parts
  have hderiv : ∀ u : ℝ, HasDerivAt
      (fun v => Real.exp (-x * Real.cosh v) * Real.sinh v * Real.cosh v ^ (-n))
      ((n : ℝ) * kernel (n + 1) x u - ((n : ℝ) - 1) * kernel (n - 1) x u
        - x * (kernel (n - 2) x u - kernel n x u)) u := by
    intro u
    have hc : Real.cosh u ≠ 0 := (Real.cosh_pos u).ne'
    have h1 : HasDerivAt (fun v => Real.exp (-x * Real.cosh v))
        (Real.exp (-x * Real.cosh u) * (-x * Real.sinh u)) u :=
      ((Real.hasDerivAt_cosh u).const_mul (-x)).exp
    have h2 : HasDerivAt (fun v => Real.cosh v ^ (-n))
        (((-n : ℤ) : ℝ) * Real.cosh u ^ (-n - 1) * Real.sinh u) u :=
      (hasDerivAt_zpow (-n) (Real.cosh u) (Or.inl hc)).comp u (Real.hasDerivAt_cosh u)
    refine ((h1.fun_mul (Real.hasDerivAt_sinh u)).fun_mul h2).congr_deriv ?_
    have e0 : Real.cosh u ^ (-n) = Real.cosh u ^ (-n - 1) * Real.cosh u := by
      rw [← zpow_add_one₀ hc]
      congr 1
      ring
    have e1 : Real.cosh u ^ (-(n + 1)) = Real.cosh u ^ (-n - 1) := by
      congr 1
      ring
    have e2 : Real.cosh u ^ (-(n - 1)) = Real.cosh u ^ (-n - 1) * Real.cosh u * Real.cosh u := by
      rw [← zpow_add_one₀ hc, ← zpow_add_one₀ hc]
      congr 1
      ring
    have e3 : Real.cosh u ^ (-(n - 2)) =
        Real.cosh u ^ (-n - 1) * Real.cosh u * Real.cosh u * Real.cosh u := by
      rw [← zpow_add_one₀ hc, ← zpow_add_one₀ hc, ← zpow_add_one₀ hc]
      congr 1
      ring
    unfold kernel
    rw [e1, e2, e3, e0]
    generalize Real.cosh u ^ (-n - 1) = p
    push_cast
    linear_combination
      Real.exp (-x * Real.cosh u) * p * (x * Real.cosh u + n) * Real.cosh_sq u
  -- the boundary term at infinity vanishes
  have hlim : Tendsto (fun v => Real.exp (-x * Real.cosh v) * Real.sinh v * Real.cosh v ^ (-n))
      atTop (𝓝 0) := by
    obtain ⟨C, hC⟩ := kernel_le (n - 1) hx
    have hexp : Tendsto (fun u : ℝ => Real.exp (-(x / 4) * u)) atTop (𝓝 0) :=
      Real.tendsto_exp_atBot.comp
        (tendsto_id.const_mul_atTop_of_neg (by linarith : -(x / 4) < 0))
    have hb := hexp.const_mul C
    rw [mul_zero] at hb
    refine squeeze_zero_norm' ?_ hb
    filter_upwards [eventually_ge_atTop (0 : ℝ)] with u hu
    have hp : 0 < Real.cosh u ^ (-n) := zpow_pos (Real.cosh_pos u) _
    have hs : 0 ≤ Real.sinh u := Real.sinh_nonneg_iff.2 hu
    have he : kernel (n - 1) x u =
        Real.exp (-x * Real.cosh u) * Real.cosh u * Real.cosh u ^ (-n) := by
      unfold kernel
      rw [show -(n - 1) = -n + 1 by ring, zpow_add_one₀ (Real.cosh_pos u).ne']
      ring
    rw [Real.norm_of_nonneg (mul_nonneg (mul_nonneg (Real.exp_pos _).le hs) hp.le)]
    refine le_trans ?_ (hC u hu)
    rw [he]
    exact mul_le_mul_of_nonneg_right
      (mul_le_mul_of_nonneg_left (Real.sinh_lt_cosh u).le (Real.exp_pos _).le) hp.le
  have i3 := integrableOn_kernel (n - 2) hx
  have i4 := integrableOn_kernel n hx
  have hA := (integrableOn_kernel (n + 1) hx).const_mul (n : ℝ)
  have hB := (integrableOn_kernel (n - 1) hx).const_mul ((n : ℝ) - 1)
  have hAB : IntegrableOn (fun u => (n : ℝ) * kernel (n + 1) x u
      - ((n : ℝ) - 1) * kernel (n - 1) x u) (Ioi 0) := hA.sub hB
  have hD : IntegrableOn (fun u => x * (kernel (n - 2) x u - kernel n x u)) (Ioi 0) :=
    (i3.sub i4).const_mul x
  have key := integral_Ioi_of_hasDerivAt_of_tendsto' (fun u _ => hderiv u) (hAB.sub hD) hlim
  rw [integral_sub hAB hD, integral_sub hA hB, integral_const_mul, integral_const_mul,
    integral_const_mul, integral_sub i3 i4] at key
  simp only [Real.sinh_zero, mul_zero, zero_mul, sub_zero] at key
  unfold Ki
  linear_combination key
```

Q: A change of variables on an infinite interval needs some care too.

A: The next proof checks what it requires. `himg` shows that $\cosh$ maps $(0,\infty)$ onto $(1,\infty)$, and `hinj` that it does so one-to-one. After the substitution, `hsq` identifies the square root with $\sinh u$, and `hsw` is the identity $\sinh^2u/\cosh^2u=1-1/\cosh^2u$. Multiplying `hsw` by the remaining factors gives the three-term integrand.

```lean
/-- For `x > 0` the spectral integral of the Uehling function equals
`Ki_0 - Ki_2 / 2 - Ki_4 / 2`. -/
theorem uehlingFunction_eq_Ki {x : ℝ} (hx : 0 < x) :
    uehlingFunction x = Ki 0 x - Ki 2 x / 2 - Ki 4 x / 2 := by
  have himg : Real.cosh '' Ioi 0 = Ioi 1 := by
    ext t
    constructor
    · rintro ⟨u, hu, rfl⟩
      exact Real.one_lt_cosh.2 (mem_Ioi.1 hu).ne'
    · intro ht
      have ht' : 1 < t := ht
      have hpos : 0 < t ^ 2 - 1 := by nlinarith
      refine ⟨Real.arsinh (Real.sqrt (t ^ 2 - 1)),
        Real.arsinh_pos_iff.2 (Real.sqrt_pos.2 hpos), ?_⟩
      have h := Real.cosh_sq (Real.arsinh (Real.sqrt (t ^ 2 - 1)))
      rw [Real.sinh_arsinh, Real.sq_sqrt hpos.le] at h
      exact (pow_left_inj₀ (Real.cosh_pos _).le (by linarith) two_ne_zero).1 (by linarith)
  have hinj : InjOn Real.cosh (Ioi 0) := Real.cosh_strictMonoOn.injOn.mono Ioi_subset_Ici_self
  have i0 := integrableOn_kernel 0 hx
  have i2 := (integrableOn_kernel 2 hx).const_mul (1 / 2)
  have i4 := (integrableOn_kernel 4 hx).const_mul (1 / 2)
  have i02 : IntegrableOn (fun u => kernel 0 x u - 1 / 2 * kernel 2 x u) (Ioi 0) := i0.sub i2
  have hR : ∫ u in Ioi (0 : ℝ), (kernel 0 x u - 1 / 2 * kernel 2 x u - 1 / 2 * kernel 4 x u)
      = Ki 0 x - Ki 2 x / 2 - Ki 4 x / 2 := by
    rw [integral_sub i02 i4, integral_sub i0 i2, integral_const_mul, integral_const_mul]
    unfold Ki
    ring
  -- substitute `t = cosh u`
  unfold uehlingFunction
  rw [← hR, ← himg, integral_image_eq_integral_abs_deriv_smul measurableSet_Ioi
    (fun u _ => (Real.hasDerivAt_cosh u).hasDerivWithinAt) hinj]
  refine setIntegral_congr_fun measurableSet_Ioi fun u hu => ?_
  have hs : 0 < Real.sinh u := Real.sinh_pos_iff.2 hu
  have hc : Real.cosh u ≠ 0 := (Real.cosh_pos u).ne'
  have hsq : Real.sqrt (Real.cosh u ^ 2 - 1) = Real.sinh u := by
    rw [Real.cosh_sq, add_sub_cancel_right, Real.sqrt_sq hs.le]
  have k0 : kernel 0 x u = Real.exp (-x * Real.cosh u) := by simp [kernel]
  have k2 : kernel 2 x u = Real.exp (-x * Real.cosh u) * (1 / Real.cosh u ^ 2) := by
    unfold kernel
    rw [zpow_neg, zpow_ofNat, one_div]
  have k4 : kernel 4 x u = Real.exp (-x * Real.cosh u) * (1 / Real.cosh u ^ 4) := by
    unfold kernel
    rw [zpow_neg, zpow_ofNat, one_div]
  have hsw : Real.sinh u ^ 2 / Real.cosh u ^ 2 = 1 - 1 / Real.cosh u ^ 2 := by
    rw [Real.sinh_sq, sub_div, div_self (pow_ne_zero 2 hc)]
  simp only [k0, k2, k4, smul_eq_mul, abs_of_pos hs, hsq]
  linear_combination
    Real.exp (-x * Real.cosh u) * (1 + 1 / (2 * Real.cosh u ^ 2)) * hsw
```

A: The elimination is now linear algebra. The recurrence at $n=3$ enters with weight $-1/6$, which removes $\mathrm{Ki}_4$, and the one at $n=2$ with weight $x/12$, which removes $\mathrm{Ki}_3$.

```lean
/-- For `x > 0` the combination `Ki_0 - Ki_2 / 2 - Ki_4 / 2` reduces to `Ki_0`, `Ki_1` and `Ki_2`
with polynomial coefficients in `x`. -/
theorem Ki_reduction {x : ℝ} (hx : 0 < x) :
    Ki 0 x - Ki 2 x / 2 - Ki 4 x / 2 =
      (1 + x ^ 2 / 12) * Ki 0 x - x / 12 * Ki 1 x - (5 / 6 + x ^ 2 / 12) * Ki 2 x := by
  -- the recurrence at `n = 3` removes `Ki_4`, at `n = 2` it removes `Ki_3`
  have h3 := Ki_recurrence 3 hx
  have h2 := Ki_recurrence 2 hx
  norm_num at h3 h2
  linear_combination (-1 / 6) * h3 + x / 12 * h2
```

Q: Which leaves only $x=2mr$.

A: Yes. The last proof checks that $2mr$ is positive, then rewrites the spectral integral with the two preceding results.

```lean
/-- The Uehling potential of a point charge at distance `r > 0`, for loop fermion mass `m > 0`,
expressed through `Ki_0`, `Ki_1` and `Ki_2` at the argument `2 m r`. -/
theorem uehlingPotential_eq (Z α : ℝ) {m r : ℝ} (hm : 0 < m) (hr : 0 < r) :
    uehlingPotential Z α m r = -(Z * α / r) * (2 * α / (3 * Real.pi)) *
      ((1 + (2 * m * r) ^ 2 / 12) * Ki 0 (2 * m * r) - 2 * m * r / 12 * Ki 1 (2 * m * r)
        - (5 / 6 + (2 * m * r) ^ 2 / 12) * Ki 2 (2 * m * r)) := by
  have hx : 0 < 2 * m * r := by positivity
  unfold uehlingPotential
  rw [uehlingFunction_eq_Ki hx, Ki_reduction hx]

end

end UehlingPotential
```

```lean
#print axioms UehlingPotential.uehlingPotential_eq
-- 'UehlingPotential.uehlingPotential_eq' depends on axioms: [propext, Classical.choice, Quot.sound]
```

Q: Then my radial code may use the three-function form in place of the spectral integral, for a point nucleus at any $r>0$.

A: As an identity between the two expressions, yes. The accuracy of your numbers still depends on how you evaluate the three functions and combine them in floating point.
